# In a quartic bending model, a bent molecule at the barrier energy never becomes linear

In a one-dimensional model of a quasilinear molecule, the linear geometry is the top of a low barrier between two bent wells. If a bent molecule has exactly the energy of the barrier top, does the classical motion ever carry it through the linear geometry?

```lean
import Mathlib

open Filter Topology

namespace BarrierBending

noncomputable section

/-- Potential of the bending coordinate `r`, with the linear geometry `r = 0` at energy zero. -/
def bendPotential (a b r : ℝ) : ℝ := -a * r ^ 2 + b * r ^ 4

/-- Total energy of the bending motion at unit mass, for position `r` and velocity `v`. -/
def bendEnergy (a b r v : ℝ) : ℝ := v ^ 2 / 2 + bendPotential a b r

/-- A differentiable path `r` with velocity `v` and constant energy `E`. -/
def IsBendTrajectory (a b E : ℝ) (r v : ℝ → ℝ) : Prop :=
  ∀ t, HasDerivAt r (v t) t ∧ bendEnergy a b (r t) (v t) = E

/-- The rate `√(2a)`, for `a ≥ 0`. -/
def barrierRate (a : ℝ) : ℝ := Real.sqrt (2 * a)

/-- The path `√(a/b) / cosh(√(2a) t)`, for `a, b > 0`. -/
def separatrix (a b t : ℝ) : ℝ := Real.sqrt (a / b) / Real.cosh (barrierRate a * t)

/-- The velocity `-√(2a) r(t) tanh(√(2a) t)` along the path `separatrix`, for `a, b > 0`. -/
def separatrixVelocity (a b t : ℝ) : ℝ :=
  -barrierRate a * (separatrix a b t *
    (Real.sinh (barrierRate a * t) / Real.cosh (barrierRate a * t)))

/-- The square of the barrier rate is `2a`. -/
theorem barrierRate_sq {a : ℝ} (ha : 0 < a) : barrierRate a ^ 2 = 2 * a :=
  Real.sq_sqrt (by positivity)

/-- The slope of the bending potential is minus the force `2ar - 4br³`. -/
theorem hasDerivAt_bendPotential (a b r : ℝ) :
    HasDerivAt (bendPotential a b) (-(2 * a * r - 4 * b * r ^ 3)) r := by
  have h := ((hasDerivAt_pow 2 r).const_mul (-a)).fun_add ((hasDerivAt_pow 4 r).const_mul b)
  refine h.congr_deriv ?_
  show -a * (((2 : ℕ) : ℝ) * r ^ 1) + b * (((4 : ℕ) : ℝ) * r ^ 3) = _
  push_cast
  ring

/-- Along the path `separatrix`, `b r² = a (1 - tanh²(√(2a) t))`. -/
theorem separatrix_sq {a b : ℝ} (ha : 0 < a) (hb : 0 < b) (t : ℝ) :
    b * separatrix a b t ^ 2 =
      a * (1 - (Real.sinh (barrierRate a * t) / Real.cosh (barrierRate a * t)) ^ 2) := by
  have hc : Real.cosh (barrierRate a * t) ^ 2 ≠ 0 := pow_ne_zero 2 (Real.cosh_pos _).ne'
  have hq : (Real.sinh (barrierRate a * t) / Real.cosh (barrierRate a * t)) ^ 2
      = 1 - 1 / Real.cosh (barrierRate a * t) ^ 2 := by
    rw [div_pow, eq_sub_iff_add_eq, ← add_div, ← Real.cosh_sq, div_self hc]
  have hab : b * (a / b) = a := by field_simp
  rw [hq, separatrix, div_pow, Real.sq_sqrt (div_pos ha hb).le]
  linear_combination (1 / Real.cosh (barrierRate a * t) ^ 2) * hab

/-- The time derivative of the path `separatrix` is `separatrixVelocity`. -/
theorem hasDerivAt_separatrix (a b t : ℝ) :
    HasDerivAt (separatrix a b) (separatrixVelocity a b t) t := by
  have hc := ((hasDerivAt_id' t).const_mul (barrierRate a)).cosh
  have h := (hasDerivAt_const t (Real.sqrt (a / b))).fun_div hc (Real.cosh_pos _).ne'
  refine h.congr_deriv ?_
  simp only [separatrixVelocity, separatrix]
  ring

/-- The path `separatrix` obeys Newton's equation `r'' = 2ar - 4br³`. -/
theorem separatrix_newton {a b : ℝ} (ha : 0 < a) (hb : 0 < b) (t : ℝ) :
    HasDerivAt (separatrixVelocity a b)
      (2 * a * separatrix a b t - 4 * b * separatrix a b t ^ 3) t := by
  have hs := ((hasDerivAt_id' t).const_mul (barrierRate a)).sinh
  have hc := ((hasDerivAt_id' t).const_mul (barrierRate a)).cosh
  have hne : Real.cosh (barrierRate a * t) ≠ 0 := (Real.cosh_pos _).ne'
  have h1 : Real.cosh (barrierRate a * t) ^ 2 / Real.cosh (barrierRate a * t) ^ 2 = 1 :=
    div_self (pow_ne_zero 2 hne)
  -- the hyperbolic tangent q satisfies q' = √(2a) (1 - q²)
  have hq : HasDerivAt
      (fun s => Real.sinh (barrierRate a * s) / Real.cosh (barrierRate a * s))
      (barrierRate a *
        (1 - (Real.sinh (barrierRate a * t) / Real.cosh (barrierRate a * t)) ^ 2)) t :=
    (hs.fun_div hc hne).congr_deriv (by linear_combination barrierRate a * h1)
  have h := ((hasDerivAt_separatrix a b t).fun_mul hq).const_mul (-barrierRate a)
  refine h.congr_deriv ?_
  simp only [separatrixVelocity]
  linear_combination (separatrix a b t *
    (2 * (Real.sinh (barrierRate a * t) / Real.cosh (barrierRate a * t)) ^ 2 - 1)) *
      barrierRate_sq ha + 4 * separatrix a b t * separatrix_sq ha hb t

/-- The path `√(a/b) / cosh(√(2a) t)` has the barrier energy zero, obeys Newton's equation,
stays positive at all times, and tends to the linear geometry as time tends to infinity. -/
theorem separatrix_motion {a b : ℝ} (ha : 0 < a) (hb : 0 < b) :
    IsBendTrajectory a b 0 (separatrix a b) (separatrixVelocity a b) ∧
    (∀ t, HasDerivAt (separatrixVelocity a b)
      (2 * a * separatrix a b t - 4 * b * separatrix a b t ^ 3) t) ∧
    (∀ t, 0 < separatrix a b t) ∧ Tendsto (separatrix a b) atTop (𝓝 0) := by
  refine ⟨fun t => ⟨hasDerivAt_separatrix a b t, ?_⟩, separatrix_newton ha hb,
    fun t => div_pos (Real.sqrt_pos.mpr (div_pos ha hb)) (Real.cosh_pos _), ?_⟩
  · simp only [bendEnergy, bendPotential, separatrixVelocity]
    linear_combination (separatrix a b t ^ 2 *
      (Real.sinh (barrierRate a * t) / Real.cosh (barrierRate a * t)) ^ 2 / 2) *
        barrierRate_sq ha + separatrix a b t ^ 2 * separatrix_sq ha hb t
  · -- cosh x grows at least like x / 2
    have hk : 0 < barrierRate a / 2 := half_pos (Real.sqrt_pos.mpr (by positivity))
    have hlin : Tendsto (fun t : ℝ => barrierRate a / 2 * t) atTop atTop :=
      tendsto_id.const_mul_atTop hk
    have hcosh : Tendsto (fun t : ℝ => Real.cosh (barrierRate a * t)) atTop atTop := by
      refine tendsto_atTop_mono (fun t => ?_) hlin
      rw [Real.cosh_eq]
      linarith [Real.add_one_le_exp (barrierRate a * t), Real.exp_pos (-(barrierRate a * t))]
    exact hcosh.const_div_atTop _

/-- At energy `E ≥ 0`, the quantity `a r² + E` decays forward in time no faster than
`exp(-2√(2a) t)`. -/
theorem approach_bound_forward {a b E : ℝ} {r v : ℝ → ℝ} (ha : 0 < a) (hb : 0 < b)
    (hE : 0 ≤ E) (h : IsBendTrajectory a b E r v) {t : ℝ} (ht : 0 ≤ t) :
    a * r 0 ^ 2 + E ≤ (a * r t ^ 2 + E) * Real.exp (2 * barrierRate a * t) := by
  have hd : ∀ s, HasDerivAt (fun s => (a * r s ^ 2 + E) * Real.exp (2 * barrierRate a * s))
      (2 * (a * r s * v s + barrierRate a * (a * r s ^ 2 + E)) *
        Real.exp (2 * barrierRate a * s)) s := by
    intro s
    have h1 : HasDerivAt (fun s => a * r s ^ 2 + E) (2 * a * r s * v s) s := by
      refine ((((h s).1.fun_pow 2).const_mul a).add_const E).congr_deriv ?_
      show a * (((2 : ℕ) : ℝ) * r s ^ 1 * v s) = _
      push_cast
      ring
    have h2 := ((hasDerivAt_id' s).const_mul (2 * barrierRate a)).exp
    exact (h1.fun_mul h2).congr_deriv (by ring)
  have hmono := monotone_of_deriv_nonneg (fun s => (hd s).differentiableAt) (fun s => by
    rw [(hd s).deriv]
    have hk : 0 ≤ barrierRate a := Real.sqrt_nonneg _
    have hw : 0 ≤ a * r s ^ 2 + E := by positivity
    -- energy conservation bounds the speed
    have hv : v s ^ 2 ≤ 2 * (a * r s ^ 2 + E) := by
      have he := (h s).2
      simp only [bendEnergy, bendPotential] at he
      have hq : 0 ≤ b * r s ^ 4 := by positivity
      linarith
    have hsq : (a * r s * v s) ^ 2 ≤ (barrierRate a * (a * r s ^ 2 + E)) ^ 2 := by
      calc (a * r s * v s) ^ 2 = a * (a * r s ^ 2) * v s ^ 2 := by ring
        _ ≤ a * (a * r s ^ 2 + E) * (2 * (a * r s ^ 2 + E)) :=
          mul_le_mul (mul_le_mul_of_nonneg_left (by linarith) ha.le) hv (sq_nonneg _)
            (mul_nonneg ha.le hw)
        _ = (barrierRate a * (a * r s ^ 2 + E)) ^ 2 := by
          rw [mul_pow, barrierRate_sq ha]; ring
    have hlow := (abs_le_of_sq_le_sq' hsq (mul_nonneg hk hw)).1
    exact mul_nonneg (by linarith) (Real.exp_pos _).le)
  simpa using hmono ht

/-- At energy `E ≥ 0`, the values of `a r² + E` at times `0` and `t` obey the same
exponential bound for either sign of `t`. -/
theorem approach_bound {a b E : ℝ} {r v : ℝ → ℝ} (ha : 0 < a) (hb : 0 < b)
    (hE : 0 ≤ E) (h : IsBendTrajectory a b E r v) (t : ℝ) :
    a * r 0 ^ 2 + E ≤ (a * r t ^ 2 + E) * Real.exp (2 * barrierRate a * |t|) := by
  rcases le_total 0 t with ht | ht
  · rw [abs_of_nonneg ht]
    exact approach_bound_forward ha hb hE h ht
  · -- the time-reversed path is again a trajectory
    have hrev : IsBendTrajectory a b E (fun s => r (-s)) (fun s => -v (-s)) := by
      intro s
      refine ⟨((h (-s)).1.comp s (hasDerivAt_neg s)).congr_deriv (by ring), ?_⟩
      have he := (h (-s)).2
      simp only [bendEnergy, bendPotential] at he ⊢
      linarith [neg_sq (v (-s))]
    have hb' := approach_bound_forward ha hb hE hrev (neg_nonneg.mpr ht)
    rw [abs_of_nonpos ht]
    simpa only [neg_zero, neg_neg] using hb'

/-- A bending motion at the barrier energy that is bent at time zero is never linear. -/
theorem barrier_energy_never_linear {a b : ℝ} {r v : ℝ → ℝ} (ha : 0 < a) (hb : 0 < b)
    (h : IsBendTrajectory a b 0 r v) (h0 : r 0 ≠ 0) (t : ℝ) : r t ≠ 0 := by
  intro ht
  have hbound := approach_bound ha hb le_rfl h t
  have hpos : 0 < a * r 0 ^ 2 := by positivity
  rw [ht] at hbound
  norm_num at hbound
  linarith

/-- For a fixed bent starting geometry, the time to reach the linear geometry exceeds any
given bound `M` once the energy is close enough above the barrier. -/
theorem passage_time_diverges {a b r₀ : ℝ} (ha : 0 < a) (hb : 0 < b) (h0 : r₀ ≠ 0) (M : ℝ) :
    ∃ ε > 0, ∀ (E T : ℝ) (r v : ℝ → ℝ), 0 < E → E < ε → IsBendTrajectory a b E r v →
      r 0 = r₀ → r T = 0 → M < |T| := by
  refine ⟨a * r₀ ^ 2 * Real.exp (-(2 * barrierRate a * M)), by positivity, ?_⟩
  intro E T r v hE hlt h hr0 hrT
  by_contra hM
  have hk : 0 ≤ 2 * barrierRate a := mul_nonneg (by norm_num) (Real.sqrt_nonneg _)
  have hexp : Real.exp (2 * barrierRate a * |T|) ≤ Real.exp (2 * barrierRate a * M) :=
    Real.exp_le_exp.mpr (mul_le_mul_of_nonneg_left (not_lt.mp hM) hk)
  have hbound := approach_bound ha hb hE.le h T
  rw [hr0, hrT] at hbound
  have h1 := mul_le_mul_of_nonneg_left hexp hE.le
  have h2 := mul_lt_mul_of_pos_right hlt (Real.exp_pos (2 * barrierRate a * M))
  rw [mul_assoc (a * r₀ ^ 2), ← Real.exp_add, neg_add_cancel, Real.exp_zero, mul_one] at h2
  have h3 : (a * (0 : ℝ) ^ 2 + E) = E := by ring
  rw [h3] at hbound
  linarith

end

end BarrierBending
```

```lean
#print axioms BarrierBending.hasDerivAt_bendPotential
#print axioms BarrierBending.separatrix_motion
#print axioms BarrierBending.barrier_energy_never_linear
#print axioms BarrierBending.passage_time_diverges
```

```
'BarrierBending.hasDerivAt_bendPotential' depends on axioms: [propext, Classical.choice, Quot.sound]
'BarrierBending.separatrix_motion' depends on axioms: [propext, Classical.choice, Quot.sound]
'BarrierBending.barrier_energy_never_linear' depends on axioms: [propext, Classical.choice, Quot.sound]
'BarrierBending.passage_time_diverges' depends on axioms: [propext, Classical.choice, Quot.sound]
```

## A bend with a barrier at the linear geometry

The bending coordinate \(r\) is a signed real number, with \(r=0\) linear. Its mass is set to one, and `bendPotential` is

\[
V(r)=-a r^2+b r^4,\qquad a,b>0 .
\]

This puts the barrier top at energy zero. The constant \(a\) sets the curvature at the top, \(V''(0)=-2a\), and \(b\) supplies the walls that confine the bend. The theorem `hasDerivAt_bendPotential` identifies the force \(-V'(r)=2ar-4br^3\).

`IsBendTrajectory a b E r v` says that at every real time the path \(r\) has derivative \(v\) and that \(v^2/2+V(r)=E\). It does not ask for Newton's equation. Every Newtonian motion of energy \(E\) defined for all times qualifies, and so do some other paths, such as resting at the turning point \(r=\sqrt{a/b}\) with \(E=0\). The general results therefore rest on energy conservation alone.

There are three main statements.

- `separatrix_motion`: the path \(r(t)=\sqrt{a/b}/\cosh(\sqrt{2a}\,t)\) has energy zero, obeys \(r''=2ar-4br^3\), is positive at all times and tends to \(0\) as \(t\to\infty\).
- `barrier_energy_never_linear`: any trajectory of energy zero with \(r(0)\neq0\) has \(r(t)\neq0\) at every time, past or future.
- `passage_time_diverges`: fix a bent geometry \(r_0\neq0\) and a bound \(M\). Then there is an \(\varepsilon>0\) such that every trajectory with \(0<E<\varepsilon\), \(r(0)=r_0\) and \(r(T)=0\) has \(|T|>M\). The same \(\varepsilon\) serves all these trajectories. The statement bounds the passage time wherever a passage occurs, and does not claim that one occurs.

The model is classical and one-dimensional. It leaves out the second bending direction, rotation about the molecular axis, coupling to the stretches and any dependence of the effective mass on \(r\).

In spectroscopy, the Dixon dip is the minimum, near the barrier, in the spacing of successive bending levels with the same angular momentum about the molecular axis. When that angular momentum is zero, the classical counterpart of the dip is the slowing of the motion near the barrier top: the classical period grows without limit as the energy approaches the barrier, which corresponds to a spacing that falls to zero, whereas the quantum spacing stays above zero. The bound on the passage time shows this slowing for energies just above the barrier. The theorems contain no quantum levels and do not give the depth of the dip.

## The path that approaches the barrier top

Write \(\kappa=\sqrt{2a}\), which is `barrierRate a`, and \(q=\tanh(\kappa t)\). Since \(1/\cosh^2(\kappa t)=1-q^2\), the explicit path satisfies

\[
b r^2=a(1-q^2),\qquad r'=-\kappa r q,\qquad q'=\kappa(1-q^2).
\]

Differentiating the velocity once more gives

\[
r''=-\kappa(r'q+rq')=\kappa^2 r(2q^2-1)=2ar(2q^2-1).
\]

The force agrees with this:

\[
2ar-4br^3=2ar-4ar(1-q^2)=2ar(2q^2-1).
\]

For the energy, the kinetic term is \(r'^2/2=a r^2q^2\), while the potential is \(-ar^2+ar^2(1-q^2)=-ar^2q^2\). The sum is zero.

Positivity holds because \(\sqrt{a/b}\) and \(\cosh\) are positive. The limit follows from \(\cosh x\ge(1+x)/2>x/2\), which sends the denominator to infinity.

In Lean, `separatrix_sq` is the identity \(br^2=a(1-q^2)\) and `barrierRate_sq` is \(\kappa^2=2a\). The theorem `separatrix_newton` obtains the derivative from the product and quotient rules. Its final `linear_combination` then adds suitable multiples of those two identities, which is the algebra above, and the energy is checked in the same way.

## Energy conservation limits the approach

For an arbitrary trajectory with \(E\ge0\), put \(w=ar^2+E\). Then \(w\ge0\) and \(w'=2arv\). Energy conservation gives

\[
v^2=2(E+ar^2-br^4)\le 2w .
\]

Since also \(ar^2\le w\),

\[
(arv)^2=a\,(ar^2)\,v^2\le 2a\,w^2=(\kappa w)^2 .
\]

Hence \(arv\ge-\kappa w\), that is, \(w'\ge-2\kappa w\), and

\[
\frac{d}{dt}\left(w\,e^{2\kappa t}\right)=(w'+2\kappa w)\,e^{2\kappa t}\ge0 .
\]

The product never decreases, so \(w(0)\le w(t)e^{2\kappa t}\) for \(t\ge0\). This is `approach_bound_forward`: the `calc` block holds the inequality for \((arv)^2\), `abs_le_of_sq_le_sq'` takes the root, and `monotone_of_deriv_nonneg` turns the sign of the derivative into monotonicity.

For negative times, `approach_bound` applies the same result to the reversed path \(r(-s)\) with velocity \(-v(-s)\), which has the same energy. Together the two cases give

\[
a r(0)^2+E\le\left(a r(t)^2+E\right)e^{2\kappa|t|}\qquad\text{for all }t .
\]

## At the barrier energy and just above it

Set \(E=0\) and suppose that \(r(t)=0\) at some time. The bound becomes \(a r(0)^2\le0\), which is impossible when \(r(0)\neq0\). This is the whole proof of `barrier_energy_never_linear`.

Now let \(E>0\), \(r(0)=r_0\neq0\) and \(r(T)=0\). The bound reads \(ar_0^2+E\le E\,e^{2\kappa|T|}\), or

\[
|T|\ge\frac{1}{2\kappa}\ln\left(1+\frac{a r_0^2}{E}\right),
\]

which grows without limit as \(E\to0\). The Lean proof of `passage_time_diverges` avoids the logarithm by choosing

\[
\varepsilon=a r_0^2\,e^{-2\kappa M}.
\]

If \(|T|\le M\) and \(E<\varepsilon\), then

\[
a r_0^2+E\le E\,e^{2\kappa M}<a r_0^2 ,
\]

which contradicts \(E>0\). So the passage takes longer than \(M\).
